# Rotosolve: three energies determine a minimising angle of the gate $\cos(t/2)\,I - i\sin(t/2)\,G$

## The gate and its energy

States are vectors of a complex inner product space $V$, whose dimension may be infinite. The inner product $\langle v,w\rangle$, written `inner ℂ v w` in Lean, is conjugate-linear in its first argument. Operators are linear maps `V →ₗ[ℂ] V` defined on all of $V$, so a Hamiltonian defined only on a proper subspace of $V$ is not an operator on $V$ in this sense.

```lean
import Mathlib

open ComplexConjugate

namespace Rotosolve

noncomputable section

variable {V : Type*} [NormedAddCommGroup V] [InnerProductSpace ℂ V]
```

Let $G$ be the generator of the gate and $t$ a real angle. The gate is

$$U(t)=\cos(t/2)\,I-i\sin(t/2)\,G .$$

For Hermitian $G$ with $G^2=I$ this is the usual rotation $e^{-itG/2}$, for example a Pauli rotation. The definition itself puts no condition on $G$, but if $G^2\ne I$, then $U(t)$ does not agree with $e^{-itG/2}$ for all $t$.

```lean
/-- The gate `U(t) = cos(t/2) I - i sin(t/2) G` with generator `G`. -/
def rotation (G : V →ₗ[ℂ] V) (t : ℝ) : V →ₗ[ℂ] V :=
  (Real.cos (t / 2) : ℂ) • LinearMap.id - (Complex.I * (Real.sin (t / 2) : ℂ)) • G
```

For a Hamiltonian $H$ and an input state $x$, the energy as a function of the angle is

$$E(t)=\operatorname{Re}\,\langle U(t)x,\,H\,U(t)x\rangle .$$

The vector $x$ is not assumed to be normalised. If $\|x\|=1$ and $U(t)$ preserves norms, $E(t)$ is the expectation value of $H$ in the rotated state.

In a circuit with many gates, $x$ is the state that reaches the chosen gate, and the gates after it are absorbed into $H$ by conjugation. The result then describes the update of one angle in a variational quantum eigensolver, with all other angles fixed, the angle used in a single gate, and energies known without sampling noise.

```lean
/-- The energy `E(t)`: the real part of `⟨U(t)x, H U(t)x⟩`. -/
def energy (H G : V →ₗ[ℂ] V) (x : V) (t : ℝ) : ℝ :=
  (inner ℂ (rotation G t x) (H (rotation G t x))).re
```

Three real constants will describe the whole function $E$. The first is the average of the energies of $x$ and $Gx$:

$$A=\tfrac12\big(\operatorname{Re}\langle x,Hx\rangle+\operatorname{Re}\langle Gx,HGx\rangle\big).$$

```lean
/-- The constant `A`: the average of the energies of `x` and `G x`. -/
def offset (H G : V →ₗ[ℂ] V) (x : V) : ℝ :=
  ((inner ℂ x (H x)).re + (inner ℂ (G x) (H (G x))).re) / 2
```

The second is half their difference:

$$B=\tfrac12\big(\operatorname{Re}\langle x,Hx\rangle-\operatorname{Re}\langle Gx,HGx\rangle\big).$$

```lean
/-- The constant `B`: half the difference of the energies of `x` and `G x`. -/
def cosAmp (H G : V →ₗ[ℂ] V) (x : V) : ℝ :=
  ((inner ℂ x (H x)).re - (inner ℂ (G x) (H (G x))).re) / 2
```

The third comes from the interference between $x$ and $Gx$:

$$C=\operatorname{Im}\langle x,HGx\rangle .$$

```lean
/-- The constant `C`: the imaginary part of the matrix element `⟨x, H G x⟩`. -/
def sinAmp (H G : V →ₗ[ℂ] V) (x : V) : ℝ :=
  (inner ℂ x (H (G x))).im
```

The Rotosolve angle must be computable without knowing $A$, $B$ and $C$. For any real function $f$ of the angle it is defined from three values:

$$\theta^*=-\frac{\pi}{2}-\arg\Big(\big[f(\tfrac{\pi}{2})-f(-\tfrac{\pi}{2})\big]+i\,\big[2f(0)-f(\tfrac{\pi}{2})-f(-\tfrac{\pi}{2})\big]\Big).$$

The argument of a complex number plays the part of the two-argument arctangent. Lean takes it in $(-\pi,\pi]$ and sets $\arg 0=0$, so $\theta^*$ has a definite value even when $f$ is constant.

```lean
/-- The Rotosolve update: an angle computed from the three measured values
`f(0)`, `f(π/2)` and `f(-π/2)`. -/
def rotosolveAngle (f : ℝ → ℝ) : ℝ :=
  -(Real.pi / 2) - Complex.arg
    ⟨f (Real.pi / 2) - f (-(Real.pi / 2)),
      2 * f 0 - f (Real.pi / 2) - f (-(Real.pi / 2))⟩
```

## Expanding the expectation value

The Hamiltonian is Hermitian in the sense of `H.IsSymmetric`, that is, $\langle Hv,w\rangle=\langle v,Hw\rangle$ for all $v,w$. Its expectation values are then real, because

$$\overline{\langle y,Hy\rangle}=\langle Hy,y\rangle=\langle y,Hy\rangle .$$

The real part in the definition of $E$ therefore discards nothing.

```lean
/-- The expectation value of a symmetric operator has no imaginary part. -/
theorem expectation_im {H : V →ₗ[ℂ] V} (hH : H.IsSymmetric) (y : V) :
    (inner ℂ y (H y)).im = 0 := by
  apply Complex.conj_eq_iff_im.1
  rw [inner_conj_symm]
  exact hH y y
```

The gate produces a superposition $cx-isy$ with real $c$ and $s$, where $y=Gx$. For arbitrary $x$ and $y$, expansion gives

$$c^2\langle x,Hx\rangle+s^2\langle y,Hy\rangle-ics\,\langle x,Hy\rangle+ics\,\langle y,Hx\rangle .$$

Write $z=\langle x,Hy\rangle$. Since $H$ is symmetric, $\langle y,Hx\rangle=\bar z$, and the last two terms combine to

$$-ics\,(z-\bar z)=-ics\cdot 2i\operatorname{Im}z=2cs\operatorname{Im}z .$$

In the proof, `h1` is the relation between the two cross terms. The call to `simp only` carries out the expansion into real and imaginary parts, and `ring` collects the terms.

```lean
/-- For symmetric `H` and real `c`, `s`, the energy of the superposition `c x - i s y` is the sum of
the energies of `x` and `y`, weighted by `c²` and `s²`, and one interference term. -/
theorem energy_superposition {H : V →ₗ[ℂ] V} (hH : H.IsSymmetric) (x y : V) (c s : ℝ) :
    (inner ℂ ((c : ℂ) • x - (Complex.I * (s : ℂ)) • y)
      (H ((c : ℂ) • x - (Complex.I * (s : ℂ)) • y))).re
    = c ^ 2 * (inner ℂ x (H x)).re + s ^ 2 * (inner ℂ y (H y)).re
      + 2 * c * s * (inner ℂ x (H y)).im := by
  -- the two cross terms are complex conjugates of each other
  have h1 : inner ℂ y (H x) = conj (inner ℂ x (H y)) := by
    rw [inner_conj_symm]
    exact (hH y x).symm
  simp only [map_sub, map_smul, inner_sub_left, inner_sub_right, inner_smul_left,
    inner_smul_right, map_mul, Complex.conj_I, Complex.conj_ofReal, h1, Complex.sub_re,
    Complex.sub_im, Complex.mul_re, Complex.mul_im, Complex.neg_re, Complex.neg_im,
    Complex.I_re, Complex.I_im, Complex.ofReal_re, Complex.ofReal_im, Complex.conj_re,
    Complex.conj_im]
  ring
```

Now set $c=\cos(t/2)$, $s=\sin(t/2)$ and $y=Gx$. The half-angle identities

$$c^2=\frac{1+\cos t}{2},\qquad s^2=\frac{1-\cos t}{2},\qquad 2cs=\sin t$$

turn the expansion into

$$E(t)=A+B\cos t+C\sin t .$$

Lean uses the equivalent relations $s^2+c^2=1$, $\cos t=c^2-s^2$ and $\sin t=2cs$, named `hp`, `hc` and `hs`. The final `linear_combination` adds them with the weights $A$, $-B$ and $-C$. This step needs $H$ to be symmetric but asks nothing of $G$.

```lean
/-- As a function of one gate angle the energy is `A + B cos t + C sin t`. -/
theorem energy_sinusoid {H : V →ₗ[ℂ] V} (hH : H.IsSymmetric) (G : V →ₗ[ℂ] V) (x : V)
    (t : ℝ) :
    energy H G x t
      = offset H G x + cosAmp H G x * Real.cos t + sinAmp H G x * Real.sin t := by
  have hU : rotation G t x = (Real.cos (t / 2) : ℂ) • x
      - (Complex.I * (Real.sin (t / 2) : ℂ)) • G x := rfl
  -- half-angle identities
  have hc := Real.cos_add (t / 2) (t / 2)
  have hs := Real.sin_add (t / 2) (t / 2)
  rw [add_halves] at hc hs
  have hp := Real.sin_sq_add_cos_sq (t / 2)
  unfold energy
  rw [hU, energy_superposition hH]
  unfold offset cosAmp sinAmp
  linear_combination
    ((inner ℂ x (H x)).re + (inner ℂ (G x) (H (G x))).re) / 2 * hp
    - ((inner ℂ x (H x)).re - (inner ℂ (G x) (H (G x))).re) / 2 * hc
    - (inner ℂ x (H (G x))).im * hs
```

## From three values to the minimum

Suppose $f(t)=A+B\cos t+C\sin t$ for some real $A,B,C$. The three values are

$$f(0)=A+B,\qquad f(\tfrac{\pi}{2})=A+C,\qquad f(-\tfrac{\pi}{2})=A-C,$$

so the complex number in the definition of $\theta^*$ is $2C+2iB$. Let $R=\sqrt{B^2+C^2}$ and let $\varphi$ be the argument of that number. Then $C=R\cos\varphi$ and $B=R\sin\varphi$, which gives

$$B\cos t+C\sin t=R\sin(t+\varphi).$$

Because $\theta^*=-\pi/2-\varphi$,

$$\cos(t-\theta^*)=\cos\!\big(t+\varphi+\tfrac{\pi}{2}\big)=-\sin(t+\varphi),$$

and therefore

$$f(t)=A-R\cos(t-\theta^*).$$

In Lean, `hw` evaluates the complex number and `hn` finds its modulus $2R$ by comparing squares. The polar relations $2R\cos\varphi=2C$ and $2R\sin\varphi=2B$ are `h1` and `h2`. They hold for $R=0$ as well, so the constant function needs no separate case.

```lean
/-- A sinusoid with offset `A` and amplitudes `B`, `C` is an inverted cosine centred at the
Rotosolve angle. -/
theorem sinusoid_phase_form {f : ℝ → ℝ} {A B C : ℝ}
    (hf : ∀ t, f t = A + B * Real.cos t + C * Real.sin t) (t : ℝ) :
    f t = A - √(B ^ 2 + C ^ 2) * Real.cos (t - rotosolveAngle f) := by
  -- the three measurements determine the point (2C, 2B) of the plane
  have hw : (⟨f (Real.pi / 2) - f (-(Real.pi / 2)),
      2 * f 0 - f (Real.pi / 2) - f (-(Real.pi / 2))⟩ : ℂ) = ⟨2 * C, 2 * B⟩ := by
    apply Complex.ext
    · simp only [hf, Real.cos_neg, Real.sin_neg, Real.cos_pi_div_two, Real.sin_pi_div_two]
      ring
    · simp only [hf, Real.cos_neg, Real.sin_neg, Real.cos_pi_div_two, Real.sin_pi_div_two,
        Real.cos_zero, Real.sin_zero]
      ring
  have hn : ‖(⟨2 * C, 2 * B⟩ : ℂ)‖ = 2 * √(B ^ 2 + C ^ 2) := by
    apply (pow_left_inj₀ (norm_nonneg _) (by positivity) two_ne_zero).1
    rw [Complex.sq_norm, Complex.normSq_mk, mul_pow, Real.sq_sqrt (by positivity)]
    ring
  have h1 := Complex.norm_mul_cos_arg (⟨2 * C, 2 * B⟩ : ℂ)
  have h2 := Complex.norm_mul_sin_arg (⟨2 * C, 2 * B⟩ : ℂ)
  rw [hn] at h1 h2
  dsimp only at h1 h2
  unfold rotosolveAngle
  rw [hw, hf t]
  generalize Complex.arg (⟨2 * C, 2 * B⟩ : ℂ) = φ at h1 h2 ⊢
  have h3 : t - (-(Real.pi / 2) - φ) = (t + φ) + Real.pi / 2 := by ring
  rw [h3, Real.cos_add_pi_div_two, Real.sin_add]
  linear_combination (-Real.sin t / 2) * h1 - (Real.cos t / 2) * h2
```

Applied to the energy, the phase form shows the minimum directly. At $t=\theta^*$ the cosine equals $1$ and

$$E(\theta^*)=A-\sqrt{B^2+C^2}.$$

At every other angle $\cos(t-\theta^*)\le 1$ and $R\ge 0$, so $E(t)\ge A-R$. The theorem states both facts: the computed angle has this energy, and the energy is the least element of the range of $E$, which is the meaning of `IsLeast`. The minimum is global with respect to this one angle. Sweeping through the angles of a circuit in turn may still end above the lowest energy that the circuit can reach.

```lean
/-- Rotosolve: the angle computed from three energy measurements attains the global minimum
`A - √(B² + C²)` of the energy over all gate angles. -/
theorem rotosolve_minimum {H : V →ₗ[ℂ] V} (hH : H.IsSymmetric) (G : V →ₗ[ℂ] V) (x : V) :
    energy H G x (rotosolveAngle (energy H G x))
      = offset H G x - √(cosAmp H G x ^ 2 + sinAmp H G x ^ 2) ∧
    IsLeast (Set.range (energy H G x))
      (offset H G x - √(cosAmp H G x ^ 2 + sinAmp H G x ^ 2)) := by
  have h := sinusoid_phase_form (energy_sinusoid hH G x)
  have h0 : energy H G x (rotosolveAngle (energy H G x))
      = offset H G x - √(cosAmp H G x ^ 2 + sinAmp H G x ^ 2) := by
    rw [h (rotosolveAngle (energy H G x)), sub_self, Real.cos_zero, mul_one]
  refine ⟨h0, ⟨_, h0⟩, ?_⟩
  rintro _ ⟨t, rfl⟩
  rw [h t]
  have h1 := mul_le_mul_of_nonneg_left
    (Real.cos_le_one (t - rotosolveAngle (energy H G x)))
    (Real.sqrt_nonneg (cosAmp H G x ^ 2 + sinAmp H G x ^ 2))
  linarith
```

If $B$ and $C$ are not both zero, then $R>0$ and $E(t)=A-R$ forces $\cos(t-\theta^*)=1$. The minimising angles are then exactly

$$t=\theta^*+2\pi k,\qquad k\in\mathbb Z .$$

The hypothesis `hne` excludes a flat energy function, for which every angle is a minimiser. The proof cancels the positive factor $R$ in one direction and substitutes the shifted angle in the other.

```lean
/-- If `B` and `C` do not both vanish, the minimising angles are exactly the Rotosolve angle
and its shifts by multiples of `2π`. -/
theorem minimiser_unique {H : V →ₗ[ℂ] V} (hH : H.IsSymmetric) (G : V →ₗ[ℂ] V) (x : V)
    (hne : 0 < cosAmp H G x ^ 2 + sinAmp H G x ^ 2) (t : ℝ) :
    energy H G x t = offset H G x - √(cosAmp H G x ^ 2 + sinAmp H G x ^ 2) ↔
      ∃ k : ℤ, t = rotosolveAngle (energy H G x) + k * (2 * Real.pi) := by
  have h := sinusoid_phase_form (energy_sinusoid hH G x) t
  have hr := Real.sqrt_pos.2 hne
  constructor
  · intro ht
    have h1 : Real.cos (t - rotosolveAngle (energy H G x)) = 1 := by
      apply mul_left_cancel₀ hr.ne'
      linarith
    obtain ⟨k, hk⟩ := (Real.cos_eq_one_iff _).1 h1
    exact ⟨k, by linarith⟩
  · rintro ⟨k, hk⟩
    have h1 : Real.cos (t - rotosolveAngle (energy H G x)) = 1 :=
      (Real.cos_eq_one_iff _).2 ⟨k, by linarith⟩
    rw [h, h1, mul_one]
```

## Norm preservation and the Rayleigh-Ritz bound

Up to this point $G$ could be any linear map. If the gate preserves norms and $x$ is normalised, the minimum is the expectation value of $H$ in a normalised state. The gate preserves norms when $G$ is symmetric and $G^2=I$, as for a Pauli string.

The squared norm $\|U(t)x\|^2$ is the energy for the Hamiltonian $H=I$, so the sinusoidal form applies to it. Since

$$\|Gx\|^2=\langle x,G^2x\rangle=\|x\|^2,$$

its constants are $A=\|x\|^2$ and $B=0$. The third is $C=\operatorname{Im}\langle x,Gx\rangle=0$, because expectation values of the symmetric operator $G$ are real. Hence $\|U(t)x\|^2=\|x\|^2$ for every $t$. In the proof, `h` is the sinusoidal form for the identity and `hg` is the equality of the two squared norms, written as inner products.

```lean
/-- For a symmetric generator with `G² = I` the gate preserves the norm of every state. -/
theorem rotation_norm {G : V →ₗ[ℂ] V} (hG : G.IsSymmetric) (hG2 : ∀ v, G (G v) = v)
    (x : V) (t : ℝ) : ‖rotation G t x‖ = ‖x‖ := by
  have hn : ∀ y : V, (inner ℂ y y).re = ‖y‖ ^ 2 := fun y => inner_self_eq_norm_sq (𝕜 := ℂ) y
  -- the squared norm is the energy for the identity as Hamiltonian
  have h := energy_sinusoid (H := LinearMap.id) (fun _ _ => rfl) G x t
  have hg : inner ℂ (G x) (G x) = inner ℂ x x := by rw [hG x (G x), hG2]
  simp only [energy, offset, cosAmp, sinAmp, LinearMap.id_apply, hg, expectation_im hG x,
    hn] at h
  apply (pow_left_inj₀ (norm_nonneg _) (norm_nonneg _) two_ne_zero).1
  linarith
```

Let $E_0$ be a real number with $E_0\|y\|^2\le\langle y,Hy\rangle$ for all $y$. In a finite-dimensional state space of positive dimension, the ground-state energy is such a number. The theorem takes the inequality as the hypothesis `hE` and does not derive it from a spectrum.

Applying the inequality to $y=U(\theta^*)x$, whose norm is $\|x\|$, gives the lower bound. The upper bound compares the minimum with the energy at angle zero, $E(0)=A+B=\langle x,Hx\rangle$. Together,

$$E_0\|x\|^2\le E(\theta^*)\le\langle x,Hx\rangle .$$

For a normalised state this reads $E_0\le E(\theta^*)\le E(0)$. By `rotosolve_minimum`, $E(\theta^*)\le E(t)$ also holds for every other starting angle $t$, so the update never raises the energy, and the result never lies below $E_0$.

```lean
/-- For symmetric `H` and `G` with `G² = I`, the optimised energy is at most the energy of the input
vector `x`, and it is at least `E₀ ‖x‖²` for every lower bound `E₀` on the Rayleigh quotient of `H`.
-/
theorem ritz_bounds {H G : V →ₗ[ℂ] V} (hH : H.IsSymmetric) (hG : G.IsSymmetric)
    (hG2 : ∀ v, G (G v) = v) (x : V) (E₀ : ℝ)
    (hE : ∀ y, E₀ * ‖y‖ ^ 2 ≤ (inner ℂ y (H y)).re) :
    E₀ * ‖x‖ ^ 2 ≤ energy H G x (rotosolveAngle (energy H G x)) ∧
      energy H G x (rotosolveAngle (energy H G x)) ≤ (inner ℂ x (H x)).re := by
  constructor
  · have h := hE (rotation G (rotosolveAngle (energy H G x)) x)
    rw [rotation_norm hG hG2] at h
    exact h
  · obtain ⟨h0, hmin⟩ := rotosolve_minimum hH G x
    have h1 := hmin.2 ⟨0, rfl⟩
    -- at angle zero the gate does nothing
    have h2 := energy_sinusoid hH G x 0
    rw [Real.cos_zero, Real.sin_zero] at h2
    unfold offset cosAmp at h2
    linarith
```

## A qubit with $H=Z$ and $G=X$

A single qubit gives a concrete case. Its states are pairs of amplitudes $(v_0,v_1)$, numbered from zero as in Lean. The Pauli operator $X$ exchanges them:

$$X(v_0,v_1)=(v_1,v_0).$$

```lean
/-- The Pauli operator `X` on a qubit, which exchanges the two amplitudes. -/
def pauliX : EuclideanSpace ℂ (Fin 2) →ₗ[ℂ] EuclideanSpace ℂ (Fin 2) where
  toFun v := !₂[v 1, v 0]
  map_add' v w := by ext i; fin_cases i <;> simp
  map_smul' c v := by ext i; fin_cases i <;> simp
```

The Pauli operator $Z$ changes the sign of the second amplitude:

$$Z(v_0,v_1)=(v_0,-v_1).$$

```lean
/-- The Pauli operator `Z` on a qubit, which flips the sign of the second amplitude. -/
def pauliZ : EuclideanSpace ℂ (Fin 2) →ₗ[ℂ] EuclideanSpace ℂ (Fin 2) where
  toFun v := !₂[v 0, -v 1]
  map_add' v w := by
    ext i
    fin_cases i <;> simp
    ring
  map_smul' c v := by ext i; fin_cases i <;> simp
```

Both operators are symmetric, and $X^2=I$. Take $x=(1,0)$, so that $Xx=(0,1)$. The two energies are $\langle x,Zx\rangle=1$ and $\langle Xx,ZXx\rangle=-1$, which gives $A=0$ and $B=1$. The interference term vanishes because $ZXx=(0,-1)$ is orthogonal to $x$, so $C=0$. Hence

$$E(t)=\cos t .$$

The three values are $E(0)=1$ and $E(\pm\pi/2)=0$. They give $\theta^*=-\pi/2-\arg(2i)=-\pi$, where the energy is $-1$, the lower eigenvalue of $Z$.

The Lean theorem collects the operator conditions and the formula for $E(t)$. Its last part writes the inner product in components, as `hi`, and evaluates the three constants in the sinusoidal form.

```lean
/-- The operators `Z` and `X` are symmetric and `X² = I`. With `H = Z`, `G = X` and the first basis
state as input, the energy is `cos t`. -/
theorem qubit_witness :
    pauliZ.IsSymmetric ∧ pauliX.IsSymmetric ∧ (∀ v, pauliX (pauliX v) = v) ∧
      ∀ t, energy pauliZ pauliX !₂[1, 0] t = Real.cos t := by
  have hZ : pauliZ.IsSymmetric := by
    intro v w
    simp [pauliZ, PiLp.inner_apply, Fin.sum_univ_two]
  refine ⟨hZ, ?_, ?_, ?_⟩
  · intro v w
    simp [pauliX, PiLp.inner_apply, Fin.sum_univ_two]
    ring
  · intro v
    ext i
    fin_cases i <;> simp [pauliX]
  · intro t
    -- the inner product in components
    have hi : ∀ v w : EuclideanSpace ℂ (Fin 2),
        inner ℂ v w = conj (v 0) * w 0 + conj (v 1) * w 1 := by
      intro v w
      simp [PiLp.inner_apply, Fin.sum_univ_two]
      ring
    rw [energy_sinusoid hZ]
    simp only [offset, cosAmp, sinAmp, hi]
    simp [pauliX, pauliZ]

end

end Rotosolve
```

```lean
#print axioms Rotosolve.rotosolve_minimum
#print axioms Rotosolve.minimiser_unique
#print axioms Rotosolve.ritz_bounds
```

```
'Rotosolve.rotosolve_minimum' depends on axioms: [propext, Classical.choice, Quot.sound]
'Rotosolve.minimiser_unique' depends on axioms: [propext, Classical.choice, Quot.sound]
'Rotosolve.ritz_bounds' depends on axioms: [propext, Classical.choice, Quot.sound]
```
